# When a pole of continuous weight Z rises through zero energy over a continuous background, n(k) drops by Z(k_F)

Suppose we want the step in a momentum distribution at the Fermi momentum \(k_F\), and evaluate the frequency integral of the quasiparticle propagator \(Z/(iw-E)\) exactly there, where the energy \(E\) is zero. The integrand becomes \(Z/(iw)\), which is not integrable at \(w=0\) when \(Z\neq0\), and its principal value is zero. The step has disappeared. It is found by approaching \(k_F\) from each side, and whether its height is the quasiparticle weight \(Z(k_F)\) depends on what \(Z\), \(E\) and the rest of the propagator do nearby.

That height is how a quasiparticle weight is read from a momentum distribution in Fermi-liquid theory, treated here at zero temperature for one undamped pole with a frequency-independent weight.

## A symmetric frequency cutoff, with one half added

Let \(k\) be a real momentum along a line through the Fermi surface, \(E(k)\) the quasiparticle energy measured from the chemical potential, \(Z(k)\) the real weight of the pole, and \(w\) the imaginary frequency, with \(\hbar=1\). The occupation is

\[
n(k)=\frac12+b(k)+\lim_{L\to\infty}\frac1{2\pi}\int_{-L}^{L}\frac{Z(k)}{iw-E(k)}\,dw .
\]

The integrand decays only as \(1/w\), so the cutoff has to be specified. A symmetric one returns the average of the propagator just before and just after equal times. For a fermion that average is \(n-\tfrac12\), hence the added \(\tfrac12\). The real function \(b(k)\) stands for what the incoherent part of the propagator contributes to the same integral. It is postulated, not computed from a Hamiltonian.

With limits \(-L\) and \(2L\), the integral divided by \(2\pi\) would acquire the imaginary constant \(-iZ\ln 2/(2\pi)\) in the limit.

In Lean 4 with Mathlib:

```lean
import Mathlib

open Filter Topology
open scoped Real

namespace FermiSurfaceJump

noncomputable section

/-- The quasiparticle propagator `Z / (iw - E)` integrated over the frequencies `[-L, L]` and
divided by `2π`, for a nonzero energy `E`. -/
def frequencyIntegral (Z E L : ℝ) : ℂ :=
  1 / (2 * π) * ∫ w in (-L)..L, (Z : ℂ) / (Complex.I * w - E)

/-- The momentum distribution `n(k)`: one half, plus a background `b(k)`, plus the limit of the
frequency integral for infinite cutoff, at momenta where `E(k)` is nonzero. -/
def occupation (Z E b : ℝ → ℝ) (k : ℝ) : ℂ :=
  1 / 2 + b k + limUnder atTop (fun L : ℝ => frequencyIntegral (Z k) (E k) L)
```

`frequencyIntegral` is the cut-off integral including its prefactor, and `occupation` is \(n(k)\), with `limUnder atTop` for the limit \(L\to\infty\). Both are complex-valued because the integrand is. The value that `occupation` takes at a momentum with \(E=0\) plays no part in the one-sided limits below.

## Energies away from zero

The condition \(E\neq0\) says that the momentum is off the Fermi surface. By hand, it keeps the denominator nonzero for every real \(w\):

\[
\frac{Z}{iw-E}=-\frac{ZE}{w^2+E^2}-i\,\frac{Zw}{w^2+E^2}.
\]

The imaginary part is odd and integrates to zero over \([-L,L]\). The real part gives

\[
\frac1{2\pi}\int_{-L}^{L}\frac{Z}{iw-E}\,dw=-\frac Z\pi\arctan\frac LE .
\]

For \(L>0\), the reciprocal rule is \(\arctan(L/E)=\frac\pi2\,\mathrm{sign}\,E-\arctan(E/L)\), so the right-hand side equals

\[
-\frac Z2\,\mathrm{sign}\,E+\frac Z\pi\arctan\frac EL .
\]

As \(L\to\infty\) the last term vanishes, leaving

\[
n(k)=\tfrac12+b(k)-\tfrac12 Z(k)\,\mathrm{sign}\,E(k).
\]

For free fermions, \(Z=1\) and \(b=0\), this is 1 below the Fermi energy and 0 above it.

```lean
/-- For nonzero energy and a positive cutoff, the frequency integral is a step in the sign of
the energy plus an arctangent of energy over cutoff. -/
theorem frequencyIntegral_eq {Z E L : ℝ} (hE : E ≠ 0) (hL : 0 < L) :
    frequencyIntegral Z E L =
      ((-(Z / 2) * Real.sign E + Z / π * Real.arctan (E / L) : ℝ) : ℂ) := by
  have hden : ∀ w : ℝ, Complex.I * (w : ℂ) - (E : ℂ) ≠ 0 := by
    intro w h
    apply hE
    have h' := congrArg Complex.re h
    simpa using h'
  -- an explicit antiderivative of the propagator
  have hderiv : ∀ w : ℝ, HasDerivAt
      (fun w : ℝ => ((-Z * Real.arctan (w / E) : ℝ) : ℂ)
        - Complex.I * ((Z / 2 * Real.log (w ^ 2 + E ^ 2) : ℝ) : ℂ))
      ((Z : ℂ) / (Complex.I * w - E)) w := by
    intro w
    have hpos : 0 < w ^ 2 + E ^ 2 := by positivity
    have hne : w ^ 2 + E ^ 2 ≠ 0 := hpos.ne'
    have h1 : HasDerivAt (fun w : ℝ => -Z * Real.arctan (w / E))
        (-Z * (E / (w ^ 2 + E ^ 2))) w := by
      refine ((((hasDerivAt_id' w).div_const E).arctan).const_mul (-Z)).congr_deriv ?_
      have e : 1 + (w / E) ^ 2 = (w ^ 2 + E ^ 2) / E ^ 2 := by
        rw [div_pow, eq_div_iff (pow_ne_zero 2 hE), add_mul,
          div_mul_cancel₀ _ (pow_ne_zero 2 hE)]
        ring
      rw [e]
      field_simp
    have h2 : HasDerivAt (fun w : ℝ => Z / 2 * Real.log (w ^ 2 + E ^ 2))
        (Z * w / (w ^ 2 + E ^ 2)) w := by
      refine ((((hasDerivAt_pow 2 w).add_const (E ^ 2)).log hne).const_mul
        (Z / 2)).congr_deriv ?_
      push_cast
      ring
    refine (h1.ofReal_comp.fun_sub (h2.ofReal_comp.const_mul Complex.I)).congr_deriv ?_
    have hc : (w : ℂ) ^ 2 + (E : ℂ) ^ 2 ≠ 0 := by exact_mod_cast hne
    have hD := mul_inv_cancel₀ hc
    rw [eq_div_iff (hden w)]
    push_cast
    linear_combination (Z : ℂ) * hD
      - (Z : ℂ) * (w : ℂ) ^ 2 * ((w : ℂ) ^ 2 + (E : ℂ) ^ 2)⁻¹ * Complex.I_sq
  have hint : IntervalIntegrable (fun w : ℝ => (Z : ℂ) / (Complex.I * w - E))
      MeasureTheory.volume (-L) L :=
    (Continuous.div continuous_const
      ((continuous_const.mul Complex.continuous_ofReal).sub continuous_const)
      hden).intervalIntegrable _ _
  -- the reciprocal rule for the arctangent isolates the sign of the energy
  have harc : Real.arctan (L / E) = Real.sign E * (π / 2) - Real.arctan (E / L) := by
    rcases lt_or_gt_of_ne hE with h | h
    · rw [← inv_div E L, Real.arctan_inv_of_neg (div_neg_of_neg_of_pos h hL),
        Real.sign_of_neg h]
      ring
    · rw [← inv_div E L, Real.arctan_inv_of_pos (div_pos h hL), Real.sign_of_pos h]
      ring
  have hπ : (π : ℂ) ≠ 0 := by exact_mod_cast Real.pi_ne_zero
  have hp := mul_inv_cancel₀ hπ
  unfold frequencyIntegral
  rw [intervalIntegral.integral_eq_sub_of_hasDerivAt (fun w _ => hderiv w) hint,
    neg_div, Real.arctan_neg, neg_sq, harc]
  push_cast
  linear_combination (-(Z : ℂ) / 2 * (Real.sign E : ℂ)) * hp
```

In `frequencyIntegral_eq`, `hden` uses `hE` to exclude a zero denominator. `hderiv` differentiates the complex antiderivative \(-Z\arctan(w/E)-\tfrac{i}{2}Z\log(w^2+E^2)\), whose logarithm takes equal values at \(\pm L\) and cancels. `harc` is the reciprocal rule, proved separately for each sign of \(E\), and the fundamental theorem of calculus joins these parts.

```lean
/-- For nonzero energy the frequency integral converges, as the cutoff grows, to minus half the
residue times the sign of the energy. -/
theorem frequencyIntegral_tendsto {Z E : ℝ} (hE : E ≠ 0) :
    Tendsto (fun L : ℝ => frequencyIntegral Z E L) atTop
      (𝓝 ((-(Z / 2) * Real.sign E : ℝ) : ℂ)) := by
  have h0 : Tendsto (fun L : ℝ => E / L) atTop (𝓝 0) :=
    tendsto_const_nhds.div_atTop tendsto_id
  have h1 := (((Real.continuous_arctan.tendsto 0).comp h0).const_mul (Z / π)).const_add
    (-(Z / 2) * Real.sign E)
  rw [Real.arctan_zero, mul_zero, add_zero] at h1
  refine ((Complex.continuous_ofReal.tendsto _).comp h1).congr' ?_
  filter_upwards [eventually_gt_atTop 0] with L hL
  exact (frequencyIntegral_eq hE hL).symm
```

`frequencyIntegral_tendsto` sends \(E/L\) to zero and uses the continuity of the arctangent. It proves that the limit exists, which is what allows `occupation_eq` to replace `limUnder` by its value.

```lean
/-- Where the energy is nonzero, `n(k) = 1/2 + b(k) - (Z(k)/2) sign E(k)`. -/
theorem occupation_eq {Z E b : ℝ → ℝ} {k : ℝ} (hE : E k ≠ 0) :
    occupation Z E b k = ((1 / 2 + b k - Z k / 2 * Real.sign (E k) : ℝ) : ℂ) := by
  unfold occupation
  rw [(frequencyIntegral_tendsto hE).limUnder_eq]
  push_cast
  ring
```

## Continuous weight and continuous background

Continuity of \(Z\) and \(b\) at \(k_F\) means that neither the pole's strength nor the incoherent contribution changes abruptly there. By hand, it is used when \(k\to k_F\) with \(\mathrm{sign}\,E=s\) fixed:

\[
n(k)\to\tfrac12+b(k_F)-\tfrac12 Z(k_F)\,s .
\]

If \(b\) had different one-sided limits \(b_-\) on the left and \(b_+\) on the right, the step would be \(Z(k_F)+b_--b_+\), and reading it as a weight would be wrong. If instead \(Z\) had one-sided limits \(Z_-\) and \(Z_+\), the step would be their average.

```lean
/-- Let `Z` and `b` be continuous at `kF`. If `k` approaches `kF` through momenta whose energies
are nonzero with a fixed sign `s`, then `n(k)` tends to `1/2 + b(kF) - (Z(kF)/2) s`. -/
theorem occupation_tendsto {Z E b : ℝ → ℝ} {kF s : ℝ} {l : Filter ℝ} (hl : l ≤ 𝓝 kF)
    (hZ : ContinuousAt Z kF) (hb : ContinuousAt b kF)
    (hs : ∀ᶠ k in l, E k ≠ 0 ∧ Real.sign (E k) = s) :
    Tendsto (occupation Z E b) l (𝓝 ((1 / 2 + b kF - Z kF / 2 * s : ℝ) : ℂ)) := by
  have h : Tendsto (fun k => 1 / 2 + b k - Z k / 2 * s) l
      (𝓝 (1 / 2 + b kF - Z kF / 2 * s)) :=
    ((hb.tendsto.mono_left hl).const_add (1 / 2)).sub
      (((hZ.tendsto.mono_left hl).div_const 2).mul_const s)
  refine ((Complex.continuous_ofReal.tendsto _).comp h).congr' ?_
  filter_upwards [hs] with k hk
  simp only [Function.comp_apply, occupation_eq hk.1, hk.2]
```

The filter `l` encodes the manner of approach, and `hl` says that it leads to \(k_F\). The hypothesis `hs` asks for nonzero energies of sign `s` only sufficiently far along that approach. The proof takes the limit of the explicit formula, then transfers it to `occupation` through `occupation_eq`.

## A change of sign in the energy

The Fermi surface separates occupied quasiparticle states, with \(E<0\), from empty ones, with \(E>0\). Setting \(s=-1\) on the left and \(s=+1\) on the right gives

\[
n_L=\tfrac12+b(k_F)+\tfrac12Z(k_F),\qquad
n_R=\tfrac12+b(k_F)-\tfrac12Z(k_F),
\]

so \(n_L-n_R=Z(k_F)\). For \(Z(k_F)=0.6\) and \(b(k_F)=0.1\), the distribution falls from \(0.9\) to \(0.3\), a drop of \(0.6\).

```lean
/-- Let `Z` and `b` be continuous at `kF`, with `E` negative just below and positive just above
`kF`. Then `n` has one-sided limits at `kF`, and left minus right equals `Z(kF)`. -/
theorem quasiparticle_jump {Z E b : ℝ → ℝ} {kF : ℝ}
    (hZ : ContinuousAt Z kF) (hb : ContinuousAt b kF)
    (hneg : ∀ᶠ k in 𝓝[<] kF, E k < 0) (hpos : ∀ᶠ k in 𝓝[>] kF, 0 < E k) :
    ∃ nL nR : ℂ, Tendsto (occupation Z E b) (𝓝[<] kF) (𝓝 nL) ∧
      Tendsto (occupation Z E b) (𝓝[>] kF) (𝓝 nR) ∧ nL - nR = Z kF := by
  refine ⟨_, _,
    occupation_tendsto nhdsWithin_le_nhds hZ hb
      (hneg.mono fun k h => ⟨h.ne, Real.sign_of_neg h⟩),
    occupation_tendsto nhdsWithin_le_nhds hZ hb
      (hpos.mono fun k h => ⟨h.ne', Real.sign_of_pos h⟩), ?_⟩
  push_cast
  ring
```

In `quasiparticle_jump`, `∀ᶠ k in 𝓝[<] kF` means "for all \(k\) in some interval ending at \(k_F\) from below", and `𝓝[>]` is the same from above. The signs therefore matter only near \(k_F\), and \(E\) need not be continuous. The theorem supplies both one-sided limits together with their difference. Its proof applies `occupation_tendsto` once on each side and subtracts.

If the energy has the same nonzero sign on both sides, there is no step. If the band touches zero from above, or stays above it, both sides have \(s=+1\) and share one limit, however large \(Z(k_F)\) is:

```lean
/-- Let `Z` and `b` be continuous at `kF`. If `E` is positive on both sides of `kF`, then `n` has
the same limit `1/2 + b(kF) - Z(kF)/2` from both sides. -/
theorem no_jump_without_crossing {Z E b : ℝ → ℝ} {kF : ℝ}
    (hZ : ContinuousAt Z kF) (hb : ContinuousAt b kF)
    (hpos : ∀ᶠ k in 𝓝[≠] kF, 0 < E k) :
    Tendsto (occupation Z E b) (𝓝[≠] kF) (𝓝 ((1 / 2 + b kF - Z kF / 2 : ℝ) : ℂ)) := by
  have h := occupation_tendsto nhdsWithin_le_nhds hZ hb
    (hpos.mono fun k h => ⟨h.ne', Real.sign_of_pos h⟩)
  rw [mul_one] at h
  exact h
```

Here `𝓝[≠] kF` covers both sides while leaving out \(k_F\) itself.

## Continuous energy at a finite cutoff

Suppose the pole's frequency integral is stopped at a finite \(L\), with \(b(k)\) left unchanged. The occupation then carries the correction \(\frac{Z}{\pi}\arctan(E/L)\). If \(E\) is continuous at \(k_F\), negative just below and positive just above, then \(E(k_F)=0\). The correction vanishes as \(k\to k_F\), and the step is exactly \(Z(k_F)\) for every \(L>0\).

If \(E\) instead jumps from \(-\Delta\) to \(+\Delta\), with \(\Delta>0\), the finite-cutoff step is \(Z(k_F)\,[1-\frac2\pi\arctan(\Delta/L)]\), and the full value returns only as \(L\to\infty\).

```lean
/-- Let `Z`, `b` and `E` be continuous at `kF`, with `E` negative just below and positive just
above. Then, with the pole's frequency integral cut off at any `L > 0` and `b` unchanged, the
distribution has one-sided limits at `kF`, and left minus right equals `Z(kF)`. -/
theorem jump_at_finite_cutoff {Z E b : ℝ → ℝ} {kF L : ℝ} (hL : 0 < L)
    (hZ : ContinuousAt Z kF) (hb : ContinuousAt b kF) (hE : ContinuousAt E kF)
    (hneg : ∀ᶠ k in 𝓝[<] kF, E k < 0) (hpos : ∀ᶠ k in 𝓝[>] kF, 0 < E k) :
    ∃ nL nR : ℂ,
      Tendsto (fun k => 1 / 2 + (b k : ℂ) + frequencyIntegral (Z k) (E k) L)
        (𝓝[<] kF) (𝓝 nL) ∧
      Tendsto (fun k => 1 / 2 + (b k : ℂ) + frequencyIntegral (Z k) (E k) L)
        (𝓝[>] kF) (𝓝 nR) ∧ nL - nR = Z kF := by
  have hEl : Tendsto E (𝓝[<] kF) (𝓝 (E kF)) := hE.tendsto.mono_left nhdsWithin_le_nhds
  have hEr : Tendsto E (𝓝[>] kF) (𝓝 (E kF)) := hE.tendsto.mono_left nhdsWithin_le_nhds
  have h0 : E kF = 0 := le_antisymm (le_of_tendsto hEl (hneg.mono fun _ h => h.le))
    (ge_of_tendsto hEr (hpos.mono fun _ h => h.le))
  -- the cutoff correction vanishes at the Fermi momentum
  have h := (hZ.tendsto.div_const π).mul
    ((Real.continuous_arctan.tendsto _).comp (hE.tendsto.div_const L))
  rw [h0, zero_div, Real.arctan_zero, mul_zero] at h
  have hc := (Complex.continuous_ofReal.tendsto 0).comp h
  have key : ∀ k, E k ≠ 0 →
      occupation Z E b k + ((Z k / π * Real.arctan (E k / L) : ℝ) : ℂ) =
        1 / 2 + (b k : ℂ) + frequencyIntegral (Z k) (E k) L := by
    intro k hk
    rw [occupation_eq hk, frequencyIntegral_eq hk hL]
    push_cast
    ring
  obtain ⟨nL, nR, hl, hr, hj⟩ := quasiparticle_jump hZ hb hneg hpos
  refine ⟨nL + ((0 : ℝ) : ℂ), nR + ((0 : ℝ) : ℂ),
    (hl.add (hc.mono_left nhdsWithin_le_nhds)).congr' (hneg.mono fun k hk => key k hk.ne),
    (hr.add (hc.mono_left nhdsWithin_le_nhds)).congr' (hpos.mono fun k hk => key k hk.ne'), ?_⟩
  rw [add_sub_add_right_eq_sub, hj]
```

In `jump_at_finite_cutoff`, `h0` derives \(E(k_F)=0\) from the two one-sided inequalities, and `hc` shows that the correction tends to zero. The identity `key` writes the finite-cutoff expression as `occupation` plus that correction, so the infinite-cutoff jump carries over.

On a momentum grid, the step can be estimated from \(n\) at two momenta near \(k_F\) instead of from the limits. Take \(Z=0.6\) and \(b=0.1\) at both points, energies \(\mp1\), and \(L=10\). The correction has size \((0.6/\pi)\arctan(0.1)\approx0.019\), so the occupations are about \(0.881\) and \(0.319\), and their difference is \(0.562\). With energies \(\mp0.1\) the difference is \(0.596\). Moving closer to \(k_F\) also narrows the real part of the integrand, a Lorentzian of half-width \(|E|\), which the frequency grid must resolve.

## Occupations between 0 and 1

The Pauli principle restricts the occupation of a single spin state to \([0,1]\). Nothing in the formula for \(n(k)\) enforces this: \(Z=2\) with \(b=0\) would give occupations \(\tfrac32\) and \(-\tfrac12\). Once the restriction is imposed, both one-sided limits satisfy it, so

\[
\left|b(k_F)+\tfrac12Z(k_F)\right|\le\tfrac12,\qquad
\left|b(k_F)-\tfrac12Z(k_F)\right|\le\tfrac12 .
\]

The larger of the two left-hand sides is \(|b(k_F)|+\tfrac12|Z(k_F)|\), hence \(|Z(k_F)|+2|b(k_F)|\le1\). A weight of 1 thus leaves no room for a background at \(k_F\). In the numerical example the sum is \(0.8\).

```lean
/-- Let `Z` and `b` be continuous at `kF`, with `E` negative just below and positive just above.
If all occupations away from `kF` lie between 0 and 1, then `|Z(kF)| + 2 |b(kF)| ≤ 1`. -/
theorem residue_bound {Z E b : ℝ → ℝ} {kF : ℝ}
    (hZ : ContinuousAt Z kF) (hb : ContinuousAt b kF)
    (hneg : ∀ᶠ k in 𝓝[<] kF, E k < 0) (hpos : ∀ᶠ k in 𝓝[>] kF, 0 < E k)
    (hn : ∀ k, k ≠ kF → (occupation Z E b k).re ∈ Set.Icc (0 : ℝ) 1) :
    |Z kF| + 2 * |b kF| ≤ 1 := by
  have hl := occupation_tendsto (l := 𝓝[<] kF) nhdsWithin_le_nhds hZ hb
    (hneg.mono fun k h => ⟨h.ne, Real.sign_of_neg h⟩)
  have hr := occupation_tendsto (l := 𝓝[>] kF) nhdsWithin_le_nhds hZ hb
    (hpos.mono fun k h => ⟨h.ne', Real.sign_of_pos h⟩)
  -- both one-sided limits inherit the bounds on the occupation
  have h1 : 1 / 2 + b kF - Z kF / 2 * (-1) ∈ Set.Icc (0 : ℝ) 1 := by
    refine isClosed_Icc.mem_of_tendsto ((Complex.continuous_re.tendsto _).comp hl) ?_
    filter_upwards [self_mem_nhdsWithin] with k hk
    exact hn k (ne_of_lt hk)
  have h2 : 1 / 2 + b kF - Z kF / 2 * 1 ∈ Set.Icc (0 : ℝ) 1 := by
    refine isClosed_Icc.mem_of_tendsto ((Complex.continuous_re.tendsto _).comp hr) ?_
    filter_upwards [self_mem_nhdsWithin] with k hk
    exact hn k (ne_of_gt hk)
  obtain ⟨h1a, h1b⟩ := h1
  obtain ⟨h2a, h2b⟩ := h2
  rcases abs_cases (Z kF) with ⟨hz, _⟩ | ⟨hz, _⟩ <;>
    rcases abs_cases (b kF) with ⟨hb', _⟩ | ⟨hb', _⟩ <;>
    rw [hz, hb'] <;> linarith

end

end FermiSurfaceJump
```

In `residue_bound`, the hypothesis `hn` bounds the real part of `occupation` at every \(k\neq k_F\). The bounds pass to the limits because \([0,1]\) is closed, giving `h1` on the left and `h2` on the right. The final case split on the signs of \(Z(k_F)\) and \(b(k_F)\) reduces the absolute values to linear inequalities.

```lean
#print axioms FermiSurfaceJump.occupation_tendsto
-- 'FermiSurfaceJump.occupation_tendsto' depends on axioms: [propext, Classical.choice, Quot.sound]
#print axioms FermiSurfaceJump.no_jump_without_crossing
-- 'FermiSurfaceJump.no_jump_without_crossing' depends on axioms: [propext, Classical.choice, Quot.sound]
#print axioms FermiSurfaceJump.jump_at_finite_cutoff
-- 'FermiSurfaceJump.jump_at_finite_cutoff' depends on axioms: [propext, Classical.choice, Quot.sound]
#print axioms FermiSurfaceJump.residue_bound
-- 'FermiSurfaceJump.residue_bound' depends on axioms: [propext, Classical.choice, Quot.sound]
```
